# Energies below a Dirac eigenvalue from an exact large component and an incomplete small-component basis

A radial Dirac calculation expands the large and small components of a spinor in separate basis sets. Suppose the large-component set is the exact function $u$ of a bound state with energy $E$, while the small-component set cannot reproduce its partner $w$. Does the computed energy lie above or below $E$?

It lies below, provided that $D-E$ is negative definite, where $D$ is the small-component diagonal block. With the rest energy subtracted, in atomic units, $D=v-2c^2$, where $v$ is the local potential and $c$ the speed of light. The condition then says that $v$ stays below $E+2c^2$, which holds whenever $v\le0$ everywhere, as for the attraction of a nucleus, and $E>-2c^2$. In this linear one-electron model, a good large-component basis therefore does not protect an electronic-structure calculation from energies that are too low.

In Lean 4 with Mathlib:

```lean
import Mathlib

open scoped InnerProductSpace

namespace DiracProlapse

noncomputable section
```

## The block Hamiltonian and its energy

The large and small components live in complex inner-product spaces $V$ and $W$ of any dimension. The Hamiltonian is

$$H=\begin{pmatrix}A&B^\dagger\\B&D\end{pmatrix},\qquad \langle Bx,y\rangle=\langle x,B^\dagger y\rangle,$$

with $A$ and $D$ symmetric; `Bd` stands for $B^\dagger$. All blocks are defined on the whole of their spaces. This covers matrix representations in orthonormal bases, but not directly the unbounded differential operator with its domain in $L^2$. The radial problem of the introduction is reached through a matrix. Suppose that $(u,0)$, $(0,w)$ and the finitely many small-component basis functions lie in that domain. Take $V=\mathrm{span}\{u\}$, and let $W$ be spanned by $w$ and those basis functions. The matrix of the differential operator on this finite space still has $(u,w)$ as an eigenvector with energy $E$, and $D-E$ stays negative definite there.

```lean
/-- A Dirac-type Hamiltonian in block form: symmetric diagonal blocks `A` (large component)
and `D` (small component), coupled by `B` and its adjoint `Bd`. -/
structure DiracBlocks (V W : Type*) [NormedAddCommGroup V] [InnerProductSpace ℂ V]
    [NormedAddCommGroup W] [InnerProductSpace ℂ W] where
  A : V →ₗ[ℂ] V
  B : V →ₗ[ℂ] W
  Bd : W →ₗ[ℂ] V
  D : W →ₗ[ℂ] W
  A_symm : ∀ x y, ⟪A x, y⟫_ℂ = ⟪x, A y⟫_ℂ
  D_symm : ∀ x y, ⟪D x, y⟫_ℂ = ⟪x, D y⟫_ℂ
  adj : ∀ x y, ⟪B x, y⟫_ℂ = ⟪x, Bd y⟫_ℂ
```

On a spinor $(x,y)$, $H$ gives $(Ax+B^\dagger y,\;Bx+Dy)$.

```lean
variable {V W : Type*} [NormedAddCommGroup V] [InnerProductSpace ℂ V]
  [NormedAddCommGroup W] [InnerProductSpace ℂ W]

/-- The action of the Hamiltonian on a spinor (large component, small component). -/
def DiracBlocks.op (H : DiracBlocks V W) (p : V × W) : V × W :=
  (H.A p.1 + H.Bd p.2, H.B p.1 + H.D p.2)
```

The spinor inner product adds the two components, and is conjugate-linear in its first argument.

```lean
/-- The inner product of two spinors: the sum over large and small components. -/
def pair (p q : V × W) : ℂ := ⟪p.1, q.1⟫_ℂ + ⟪p.2, q.2⟫_ℂ
```

The energy of a trial spinor $p$ is $\langle p,Hp\rangle/\langle p,p\rangle$, taken through real parts.

```lean
/-- The Rayleigh quotient (energy expectation value) of a spinor. -/
def DiracBlocks.rayleigh (H : DiracBlocks V W) (p : V × W) : ℝ :=
  (pair p (H.op p)).re / (pair p p).re
```

Trial spinors have the form $(au,y)$, with $a$ complex and $y$ in a subspace $S$ of $W$.

```lean
/-- The trial space made of the single large component `u` and a space `S` of small
components. -/
def trialSpace (u : V) (S : Submodule ℂ W) : Submodule ℂ (V × W) :=
  (Submodule.span ℂ {u}).prod S
```

An alternative model puts the spinors in the inner-product space `WithLp 2 (V × W)` and makes $H$ a single symmetric map. General results on symmetric operators would then apply directly, at the price of conversions between spinors and pairs; the physical claim would be the same.

Moving each block across the inner product gives $\langle Hp,q\rangle=\langle p,Hq\rangle$, so $\langle p,Hp\rangle$ is real and taking real parts loses nothing.

```lean
/-- The block Hamiltonian is symmetric for the spinor inner product. -/
theorem op_symmetric (H : DiracBlocks V W) (p q : V × W) :
    pair (H.op p) q = pair p (H.op q) := by
  have h : ⟪H.Bd p.2, q.1⟫_ℂ = ⟪p.2, H.B q.1⟫_ℂ := by
    rw [← inner_conj_symm, ← H.adj, inner_conj_symm]
  simp only [pair, DiracBlocks.op, inner_add_left, inner_add_right, H.A_symm, H.D_symm,
    H.adj, h]
  ring
```

The denominator is $\|x\|^2+\|y\|^2$, which is positive unless both components vanish.

```lean
/-- A nonzero spinor has positive squared norm. -/
theorem pair_self_pos {p : V × W} (hp : p ≠ 0) : 0 < (pair p p).re := by
  have h1 : (⟪p.1, p.1⟫_ℂ).re = ‖p.1‖ ^ 2 := inner_self_eq_norm_sq (𝕜 := ℂ) p.1
  have h2 : (⟪p.2, p.2⟫_ℂ).re = ‖p.2‖ ^ 2 := inner_self_eq_norm_sq (𝕜 := ℂ) p.2
  rw [pair, Complex.add_re, h1, h2]
  by_cases hx : p.1 = 0
  · have hy : p.2 ≠ 0 := fun hy => hp (Prod.ext hx hy)
    have := norm_pos_iff.mpr hy
    positivity
  · have := norm_pos_iff.mpr hx
    positivity
```

## Completing the square around the exact small component

The eigenvalue equations are $Au+B^\dagger w=Eu$ and $Bu+Dw=Ew$. Write $K=D-E$. The second gives $Bu=-Kw$, hence $\langle u,B^\dagger z\rangle=\langle Bu,z\rangle=-\langle w,Kz\rangle$ for every $z$; this is `hz` in the code. The first gives $\langle u,Au\rangle-E\langle u,u\rangle=-\langle u,B^\dagger w\rangle=\langle w,Kw\rangle$. For $p=(u,y)$,

$$\begin{aligned}\langle p,Hp\rangle-E\langle p,p\rangle&=\langle w,Kw\rangle-\langle w,Ky\rangle-\langle y,Kw\rangle+\langle y,Ky\rangle\\&=\langle y-w,K(y-w)\rangle.\end{aligned}$$

```lean
/-- With the exact large component `u` and any small component `y`, the energy form measured
from `E` equals the form of `D - E` on the error `y - w` of the small component. -/
theorem energy_defect (H : DiracBlocks V W) {u : V} {w : W} {E : ℝ}
    (h : H.op (u, w) = (E : ℂ) • (u, w)) (y : W) :
    pair (u, y) (H.op (u, y)) - (E : ℂ) * pair (u, y) (u, y)
      = ⟪y - w, H.D (y - w) - (E : ℂ) • (y - w)⟫_ℂ := by
  have h1 : H.A u + H.Bd w = (E : ℂ) • u := congrArg Prod.fst h
  have h2 : H.B u + H.D w = (E : ℂ) • w := congrArg Prod.snd h
  have hA : H.A u = (E : ℂ) • u - H.Bd w := eq_sub_of_add_eq h1
  have hB : H.B u = (E : ℂ) • w - H.D w := eq_sub_of_add_eq h2
  -- the coupling to `u` is expressed through the exact small component
  have hz : ∀ z, ⟪u, H.Bd z⟫_ℂ = (E : ℂ) * ⟪w, z⟫_ℂ - ⟪w, H.D z⟫_ℂ := by
    intro z
    rw [← H.adj u z, hB, inner_sub_left, inner_smul_left, H.D_symm w z, Complex.conj_ofReal]
  simp only [pair, DiracBlocks.op, hA, hB, map_sub, inner_add_right, inner_sub_right,
    inner_sub_left, inner_smul_right, hz]
  ring
```

Multiplied by $\langle p,p\rangle$, the energy error is thus the form of $K$ on the small-component error. Suppose now that $K$ is negative definite. For a nonzero $p=(au,y)$ with $y\in S$ and $w\notin S$, apply the identity to the rescaled eigenvector $(au,aw)$, so that the error is $y-aw$. If it vanished with $a=0$, then $p=0$; with $a\neq0$, $w=a^{-1}y$ would lie in $S$. Both are excluded, so the form is strictly negative, and dividing by $\langle p,p\rangle>0$ gives an energy below $E$.

```lean
/-- If `D - E` is negative definite and the exact small component `w` is missing from the
small-component space `S`, every nonzero spinor built from the exact large component and `S` has
energy strictly below `E`. -/
theorem prolapse (H : DiracBlocks V W) {u : V} {w : W} {E : ℝ}
    (h : H.op (u, w) = (E : ℂ) • (u, w))
    (hD : ∀ y : W, y ≠ 0 → (⟪y, H.D y - (E : ℂ) • y⟫_ℂ).re < 0)
    {S : Submodule ℂ W} (hw : w ∉ S) {p : V × W} (hp : p ∈ trialSpace u S) (hp0 : p ≠ 0) :
    H.rayleigh p < E := by
  obtain ⟨x, y⟩ := p
  have hx : x ∈ Submodule.span ℂ {u} := (Submodule.mem_prod.mp hp).1
  have hy : y ∈ S := (Submodule.mem_prod.mp hp).2
  obtain ⟨a, rfl⟩ := Submodule.mem_span_singleton.mp hx
  -- the rescaled eigenvector has large component `a • u`
  have hs : H.op (a • u, a • w) = (E : ℂ) • (a • u, a • w) := by
    have h1 : H.A u + H.Bd w = (E : ℂ) • u := congrArg Prod.fst h
    have h2 : H.B u + H.D w = (E : ℂ) • w := congrArg Prod.snd h
    apply Prod.ext
    · change H.A (a • u) + H.Bd (a • w) = (E : ℂ) • a • u
      rw [map_smul, map_smul, ← smul_add, h1, smul_comm]
    · change H.B (a • u) + H.D (a • w) = (E : ℂ) • a • w
      rw [map_smul, map_smul, ← smul_add, h2, smul_comm]
  -- the small-component error cannot vanish
  have hne : y - a • w ≠ 0 := by
    intro h0
    have hyw : y = a • w := sub_eq_zero.mp h0
    by_cases ha : a = 0
    · exact hp0 (by simp [hyw, ha])
    · apply hw
      have h3 := S.smul_mem a⁻¹ hy
      rwa [hyw, smul_smul, inv_mul_cancel₀ ha, one_smul] at h3
  have key := congrArg Complex.re (energy_defect H hs y)
  rw [Complex.sub_re, Complex.re_ofReal_mul] at key
  rw [DiracBlocks.rayleigh, div_lt_iff₀ (pair_self_pos hp0)]
  linarith [hD _ hne]
```

In the smallest case, $S=\{0\}$ and $w\neq0$, the only trial function, up to a factor, is $(u,0)$, and $\langle u,Au\rangle/\langle u,u\rangle<E$.

Conversely, if $w\in S$, the eigenvector is itself a trial spinor with energy exactly $E$. For a nonzero eigenvector, the whole trial space therefore lies strictly below $E$ exactly when $w\notin S$.

```lean
/-- For a nonzero eigenvector and negative definite `D - E`, all nonzero trial spinors have energy
strictly below `E` exactly when the exact small component is missing from `S`. -/
theorem prolapse_iff (H : DiracBlocks V W) {u : V} {w : W} {E : ℝ}
    (h : H.op (u, w) = (E : ℂ) • (u, w)) (h0 : (u, w) ≠ 0)
    (hD : ∀ y : W, y ≠ 0 → (⟪y, H.D y - (E : ℂ) • y⟫_ℂ).re < 0) (S : Submodule ℂ W) :
    (∀ p ∈ trialSpace u S, p ≠ 0 → H.rayleigh p < E) ↔ w ∉ S := by
  refine ⟨fun hall hw => ?_, fun hw p hp hp0 => prolapse H h hD hw hp hp0⟩
  -- otherwise the eigenvector itself is a trial spinor, with energy exactly `E`
  have hlt := hall (u, w)
    (Submodule.mem_prod.mpr ⟨Submodule.mem_span_singleton_self u, hw⟩) h0
  have hE : pair (u, w) ((E : ℂ) • (u, w)) = (E : ℂ) * pair (u, w) (u, w) := by
    simp only [pair, Prod.smul_fst, Prod.smul_snd, inner_smul_right]
    ring
  rw [DiracBlocks.rayleigh, h, hE, Complex.re_ofReal_mul,
    mul_div_cancel_right₀ _ (pair_self_pos h0).ne'] at hlt
  exact lt_irrefl _ hlt
```

## One small-component function

For $S=\mathrm{span}\{s\}$, the combinations $a(u,0)+b(0,s)=(au,bs)$ belong to the trial space above. The function $s$ may even be zero, as long as $w$ is outside its span.

```lean
/-- With `D - E` negative definite and one small-component function `s` whose span misses the exact
small component `w`, every nonzero combination of `(u, 0)` and `(0, s)` has energy strictly below
`E`. -/
theorem prolapse_two_functions (H : DiracBlocks V W) {u : V} {w s : W} {E : ℝ}
    (h : H.op (u, w) = (E : ℂ) • (u, w))
    (hD : ∀ y : W, y ≠ 0 → (⟪y, H.D y - (E : ℂ) • y⟫_ℂ).re < 0)
    (hw : w ∉ Submodule.span ℂ {s}) {p : V × W}
    (hp : p ∈ Submodule.span ℂ {((u, 0) : V × W), (0, s)}) (hp0 : p ≠ 0) :
    H.rayleigh p < E := by
  refine prolapse H h hD hw ?_ hp0
  obtain ⟨a, b, rfl⟩ := Submodule.mem_span_pair.mp hp
  exact Submodule.mem_prod.mpr ⟨Submodule.mem_span_singleton.mpr ⟨a, by simp⟩,
    Submodule.mem_span_singleton.mpr ⟨b, by simp⟩⟩
```

For a concrete instance, take one large and two small components, $A=3$, $D=-3$, and a coupling of strength $4$ to a vector $e$.

```lean
/-- A model with one large component: diagonal blocks `3` and `-3`, and coupling of
strength `4` to the small-component vector `e`. -/
def model (e : W) : DiracBlocks ℂ W where
  A := (3 : ℂ) • LinearMap.id
  B := LinearMap.toSpanSingleton ℂ W ((4 : ℂ) • e)
  Bd :=
    { toFun := fun y => 4 * ⟪e, y⟫_ℂ
      map_add' := fun x y => by rw [inner_add_right, mul_add]
      map_smul' := fun c y => by
        simp only [inner_smul_right, RingHom.id_apply, smul_eq_mul]
        ring }
  D := (-3 : ℂ) • LinearMap.id
  A_symm := fun x y => by
    have h3 : (starRingEnd ℂ) (3 : ℂ) = 3 := Complex.ext (by simp) (by simp)
    change ⟪(3 : ℂ) • x, y⟫_ℂ = ⟪x, (3 : ℂ) • y⟫_ℂ
    rw [inner_smul_left, inner_smul_right, h3]
  D_symm := fun x y => by
    have h3 : (starRingEnd ℂ) (3 : ℂ) = 3 := Complex.ext (by simp) (by simp)
    change ⟪(-3 : ℂ) • x, y⟫_ℂ = ⟪x, (-3 : ℂ) • y⟫_ℂ
    rw [inner_smul_left, inner_smul_right, map_neg, h3]
  adj := fun x y => by
    simp
    exact Or.inl (by ring)
```

With $e=(1,0)$, the vector $u=1$, $w=(1/2,0)$ has energy $5$; normalised, it is $(2,1,0)/\sqrt5$. Here $D-E=-8$, and $w$ is not a multiple of $s=(1,1)$, because their second entries would force the multiple to be zero. These are the hypotheses checked below. With $s$ normalised to $(1,1)/\sqrt2$, the two-function matrix has diagonal $3,-3$ and coupling $2\sqrt2$, so its upper eigenvalue is $\sqrt{17}\approx4.12$ instead of $5$.

```lean
/-- The model with `e = (1, 0)`, eigenvector `u = 1`, `w = (1/2, 0)`, energy `5` and trial function
`s = (1, 1)`: the eigenvalue equation holds, `D - E` is negative definite, and `w` lies outside the
span of `s`. -/
theorem prolapse_witness :
    (model (!₂[1, 0] : EuclideanSpace ℂ (Fin 2))).op (1, !₂[1 / 2, 0])
        = ((5 : ℝ) : ℂ) • ((1 : ℂ), (!₂[1 / 2, 0] : EuclideanSpace ℂ (Fin 2))) ∧
    (∀ y : EuclideanSpace ℂ (Fin 2), y ≠ 0 →
      (⟪y, (model (!₂[1, 0] : EuclideanSpace ℂ (Fin 2))).D y
        - ((5 : ℝ) : ℂ) • y⟫_ℂ).re < 0) ∧
    (!₂[1 / 2, 0] : EuclideanSpace ℂ (Fin 2)) ∉
      Submodule.span ℂ {(!₂[1, 1] : EuclideanSpace ℂ (Fin 2))} := by
  refine ⟨?_, ?_, ?_⟩
  · apply Prod.ext
    · simp [model, DiracBlocks.op, PiLp.inner_apply, Fin.sum_univ_two]
      norm_num
    · ext i
      fin_cases i <;> simp [model, DiracBlocks.op]
      norm_num
  · intro y hy
    have hv : (model (!₂[1, 0] : EuclideanSpace ℂ (Fin 2))).D y - ((5 : ℝ) : ℂ) • y
        = (-8 : ℂ) • y := by
      change (-3 : ℂ) • y - ((5 : ℝ) : ℂ) • y = (-8 : ℂ) • y
      rw [← sub_smul]
      norm_num
    have hre : ∀ z : ℂ, ((-8 : ℂ) * z).re = -8 * z.re := fun z => by simp
    have hn : (⟪y, y⟫_ℂ).re = ‖y‖ ^ 2 := inner_self_eq_norm_sq (𝕜 := ℂ) y
    rw [hv, inner_smul_right, hre, hn]
    have := pow_pos (norm_pos_iff.mpr hy) 2
    linarith
  · intro hmem
    obtain ⟨c, hc⟩ := Submodule.mem_span_singleton.mp hmem
    have h0 := congrArg (fun v : EuclideanSpace ℂ (Fin 2) => v.ofLp 0) hc
    have h1 := congrArg (fun v : EuclideanSpace ℂ (Fin 2) => v.ofLp 1) hc
    simp at h0 h1
    simp [h1] at h0

end

end DiracProlapse
```

```lean
#print axioms DiracProlapse.op_symmetric
-- 'DiracProlapse.op_symmetric' depends on axioms: [propext, Classical.choice, Quot.sound]
#print axioms DiracProlapse.energy_defect
-- 'DiracProlapse.energy_defect' depends on axioms: [propext, Classical.choice, Quot.sound]
#print axioms DiracProlapse.prolapse_iff
-- 'DiracProlapse.prolapse_iff' depends on axioms: [propext, Classical.choice, Quot.sound]
#print axioms DiracProlapse.prolapse_two_functions
-- 'DiracProlapse.prolapse_two_functions' depends on axioms: [propext, Classical.choice, Quot.sound]
```
